# The operator c + J S₁·S₂ + B (S₁·S₂)² on two spin-1 sites determines c, J and B

For two spin-1 sites with exchange operator X = S₁·S₂ (spins in units of ħ), `biquad_injective` says that if c + J X + B X² and c' + J' X + B' X² are the same operator, then c = c', J = J' and B = B'. The coefficients are arbitrary complex numbers, so the statement amounts to the linear independence of 1, X and X² on the nine-dimensional two-site space. The proof uses X = P − D and X² = 1 + D, where P swaps the sites and D is the dyad of the unnormalised vector |+,−⟩ − |0,0⟩ + |−,+⟩, that is, three times the projector onto the normalised singlet. It then compares three matrix entries, meant to give one equation for B, one for J and one for the sum c + J + B.

As first written in Lean, the proof fails:

```lean
import Mathlib

open Matrix
open scoped Kronecker

namespace SpinOneBiquadraticExchange

noncomputable section

set_option maxHeartbeats 400000

/-- Operators on two spin-1 sites, in the product basis of Sz eigenstates. -/
abbrev TwoSite := Matrix (Fin 3 × Fin 3) (Fin 3 × Fin 3) ℂ

/-- The normalisation 1/√2 of the transverse spin-1 matrices. -/
def r : ℂ := ((Real.sqrt 2 : ℝ) : ℂ)⁻¹

/-- The matrix √2 Sx. -/
def patX : Matrix (Fin 3) (Fin 3) ℂ := !![0, 1, 0; 1, 0, 1; 0, 1, 0]

/-- The matrix √2 Sy. -/
def patY : Matrix (Fin 3) (Fin 3) ℂ :=
  !![0, -Complex.I, 0; Complex.I, 0, -Complex.I; 0, Complex.I, 0]

/-- The spin-1 matrix Sx. -/
def spinX : Matrix (Fin 3) (Fin 3) ℂ := r • patX

/-- The spin-1 matrix Sy. -/
def spinY : Matrix (Fin 3) (Fin 3) ℂ := r • patY

/-- The spin-1 matrix Sz. -/
def spinZ : Matrix (Fin 3) (Fin 3) ℂ := !![1, 0, 0; 0, 0, 0; 0, 0, -1]

/-- The Heisenberg exchange operator X = S₁·S₂. -/
def exchange : TwoSite := spinX ⊗ₖ spinX + spinY ⊗ₖ spinY + spinZ ⊗ₖ spinZ

/-- The bilinear-biquadratic Hamiltonian c + J X + B X². -/
def biquad (c J B : ℂ) : TwoSite :=
  c • (1 : TwoSite) + J • exchange + B • (exchange * exchange)

/-- The operator that swaps the two sites, with integer entries. -/
def swapInt : Matrix (Fin 3 × Fin 3) (Fin 3 × Fin 3) ℤ :=
  fun i j => if i.1 = j.2 ∧ i.2 = j.1 then 1 else 0

/-- Amplitudes of the unnormalised vector |+,−⟩ − |0,0⟩ + |−,+⟩. -/
def amp : Matrix (Fin 3) (Fin 3) ℤ := !![0, 0, 1; 0, -1, 0; 1, 0, 0]

/-- The dyad of the vector with amplitudes `amp`. -/
def dyadInt : Matrix (Fin 3 × Fin 3) (Fin 3 × Fin 3) ℤ :=
  fun i j => amp i.1 i.2 * amp j.1 j.2

/-- Integer matrices read as complex operators. -/
def toC : Matrix (Fin 3 × Fin 3) (Fin 3 × Fin 3) ℤ →+* TwoSite :=
  (Int.castRingHom ℂ).mapMatrix

lemma r_sq : r * r = 1 / 2 := by
  have h : ((Real.sqrt 2 : ℝ) : ℂ) * ((Real.sqrt 2 : ℝ) : ℂ) = 2 := by
    rw [← Complex.ofReal_mul, Real.mul_self_sqrt (by norm_num)]
    norm_num
  rw [r, ← mul_inv, h]
  norm_num

/-- The exchange operator is the site swap minus the dyad of |+,−⟩ − |0,0⟩ + |−,+⟩. -/
theorem exchange_eq_swap_sub_dyad : exchange = toC (swapInt - dyadInt) := by
  simp only [exchange, spinX, spinY, Matrix.smul_kronecker, Matrix.kronecker_smul,
    smul_smul, r_sq]
  ext ⟨a, b⟩ ⟨c, d⟩
  fin_cases a <;> fin_cases b <;> fin_cases c <;> fin_cases d <;>
    simp [patX, patY, spinZ, toC, swapInt, dyadInt, amp] <;> norm_num

lemma exchange_sq : exchange * exchange = 1 + toC dyadInt := by
  have h : (swapInt - dyadInt) * (swapInt - dyadInt) = 1 + dyadInt := by
    decide +kernel
  rw [exchange_eq_swap_sub_dyad, ← map_mul, h, map_add, map_one]

/-- The operator c + J X + B X² determines c, J and B. -/
theorem biquad_injective {c J B c' J' B' : ℂ} (h : biquad c J B = biquad c' J' B') :
    c = c' ∧ J = J' ∧ B = B' := by
  have hB := congrFun (congrFun h (0, 2)) (2, 0)
  have hJ := congrFun (congrFun h (0, 1)) (1, 0)
  have hc := congrFun (congrFun h (0, 0)) (0, 0)
  simp [biquad, exchange_sq, exchange_eq_swap_sub_dyad, toC, swapInt, dyadInt, amp] at hB hJ hc
  refine ⟨?_, hJ, hB⟩
  rw [hJ, hB] at hc
  linear_combination hc

end

end SpinOneBiquadraticExchange
```

Messages:

```
Main.lean:83:14: error: Application type mismatch: The argument
  hJ
has type
  J + B * (((swapInt - dyadInt).map fun x => ↑x) * (swapInt - dyadInt).map fun x => ↑x) (0, 1) (1, 0) =
    J' + B' * (((swapInt - dyadInt).map fun x => ↑x) * (swapInt - dyadInt).map fun x => ↑x) (0, 1) (1, 0)
but is expected to have type
  J = J'
in the application
  And.intro hJ
Main.lean:84:6: error: Tactic `rewrite` failed: Did not find an occurrence of the pattern
  J + B * (((swapInt - dyadInt).map fun x => ↑x) * (swapInt - dyadInt).map fun x => ↑x) (0, 1) (1, 0)
in the target expression
  c + J + B * (((swapInt - dyadInt).map fun x => ↑x) * (swapInt - dyadInt).map fun x => ↑x) (0, 0) (0, 0) =
    c' + J' + B' * (((swapInt - dyadInt).map fun x => ↑x) * (swapInt - dyadInt).map fun x => ↑x) (0, 0) (0, 0)

c J B c' J' B' : ℂ
h : biquad c J B = biquad c' J' B'
hB : B = B' ∨ (((swapInt - dyadInt).map fun x => ↑x) * (swapInt - dyadInt).map fun x => ↑x) (0, 2) (2, 0) = 0
hJ :
  J + B * (((swapInt - dyadInt).map fun x => ↑x) * (swapInt - dyadInt).map fun x => ↑x) (0, 1) (1, 0) =
    J' + B' * (((swapInt - dyadInt).map fun x => ↑x) * (swapInt - dyadInt).map fun x => ↑x) (0, 1) (1, 0)
hc :
  c + J + B * (((swapInt - dyadInt).map fun x => ↑x) * (swapInt - dyadInt).map fun x => ↑x) (0, 0) (0, 0) =
    c' + J' + B' * (((swapInt - dyadInt).map fun x => ↑x) * (swapInt - dyadInt).map fun x => ↑x) (0, 0) (0, 0)
⊢ c = c'

Note: The target expression is not type-correct under the `implicit` transparency level, which may have triggered the failure. This is usually caused by unfolding of semireducible definitions in prior tactic steps. Use `set_option linter.tacticCheckInstances true` to investigate the source of the issue.
Full error:
  function expected
    (((swapInt - dyadInt).map fun x => ↑x) * (swapInt - dyadInt).map fun x => ↑x) (0, 0)
Main.lean:82:16: warning: This simp argument is unused:
  exchange_sq

Hint: Omit it from the simp argument list.
  [apply] simp [biquad, exchange_eq_swap_sub_dyad, toC, swapInt, dyadInt, amp] at hB hJ hc

Note: This linter can be disabled with `set_option linter.unusedSimpArgs false`
```

Cause. `simp` rewrites subterms before the term that contains them. Given both lemmas at once, it used `exchange_eq_swap_sub_dyad` on each factor of `exchange * exchange`, after which the left side of `exchange_sq` no longer occurred. Hence the warning that `exchange_sq` is unused, and the unevaluated matrix products in all three hypotheses.

The first error follows: `hJ` still carries terms in `B` and `B'`, so it is not `J = J'`. The second does too: `rw [hJ]` looks for the whole left side of `hJ`, with its product entry at `(0, 1) (1, 0)`, while `hc` has the entry at `(0, 0) (0, 0)`. The pattern is absent, whatever part the transparency issue in Lean's note may play.

The repair applies `exchange_sq` to `h` first, while the square is intact, and only then rewrites the remaining `exchange`. The later `simp` has no matrix product left to evaluate, and `hJ` and `hB` become the required equations. Dropping the used lemmas from that `simp`, adding the comment, and replacing the `rw` by subtraction in `linear_combination` are tidying.

This version goes through:

```diff
@@ -77,11 +77,13 @@
 theorem biquad_injective {c J B c' J' B' : ℂ} (h : biquad c J B = biquad c' J' B') :
     c = c' ∧ J = J' ∧ B = B' := by
+  simp only [biquad, exchange_sq] at h
+  rw [exchange_eq_swap_sub_dyad] at h
+  -- three matrix entries separate the three parameters
   have hB := congrFun (congrFun h (0, 2)) (2, 0)
   have hJ := congrFun (congrFun h (0, 1)) (1, 0)
   have hc := congrFun (congrFun h (0, 0)) (0, 0)
-  simp [biquad, exchange_sq, exchange_eq_swap_sub_dyad, toC, swapInt, dyadInt, amp] at hB hJ hc
+  simp [toC, swapInt, dyadInt, amp] at hB hJ hc
   refine ⟨?_, hJ, hB⟩
-  rw [hJ, hB] at hc
-  linear_combination hc
+  linear_combination hc - hJ - hB
 
 end
```
